# Level seniority commutes with every polynomial in fermionic intra-level pair operators and number operators

## Fermions as elements of an algebra

Fermionic operators can be described as matrices on a Fock space or by their anticommutation relations alone. These notes take the second way. The creators c(p,s) and annihilators a(p,s) are elements of an arbitrary complex algebra `A`. The label p names a level, and s, which is `false` or `true`, names one of its two paired states, for example spin up and spin down. The assumed relations are

a(p,s) a(q,t) + a(q,t) a(p,s) = 0

c(p,s) c(q,t) + c(q,t) c(p,s) = 0

a(p,s) c(q,t) + c(q,t) a(p,s) = 1 if p = q and s = t, otherwise 0.

The first two express the antisymmetry of fermionic states. When c(p,s) is the adjoint of a(p,s), the third expresses the orthonormality of the one-particle basis, but nothing here requires c(p,s) to be that adjoint.

Matrices on the Fock space of finitely many levels, with creators defined as adjoints, are one instance of these relations. There the seniority defined below is also Hermitian and, being idempotent, an orthogonal projector.

## What seniority counts

The number operator is n(p,s) = c(p,s) a(p,s). Write m = n(p,false) and k = n(p,true). The seniority of level p is

v = m + k − 2mk.

On occupation states it is 1 if the level holds exactly one particle, and 0 if it is empty or full. The pair operators are c(p,false) c(p,true) and a(p,true) a(p,false).

Doubly occupied configuration interaction keeps only the states in which every level has seniority 0. For a Hamiltonian built from pair and number operators, conservation of v means that this sector does not couple to the others; a general electronic Hamiltonian also contains terms that break pairs.

## Idempotence

Let (p,s) and (q,t) be different states. Two sign changes give

n(p,s) c(q,t) = −c(p,s) c(q,t) a(p,s) = c(q,t) n(p,s)

n(p,s) a(q,t) = −c(p,s) a(q,t) a(p,s) = a(q,t) n(p,s).

In particular mk = km. For a single state, write c, a and n without labels. The first relation gives 2aa = 0, so aa = 0 and

nn = c(ac)a = c(1 − ca)a = ca − ccaa = n.

With m² = m, k² = k and mk = km,

v² = (m + k)² − 4(m + k)mk + 4mk = (m + k + 2mk) − 8mk + 4mk = v.

## One ladder operator flips the seniority, two restore it

Let x be a creator or annihilator of level p. Now let m be the number operator of the state on which x acts, and k that of its partner; v is symmetric in the two. From

nc = c(ac) = c(1 − ca) = c − cn

an = (ac)a = (1 − ca)a = a − na

follows mx = x(1 − m) in both cases, while kx = xk. Therefore

vx = x(1 − m) + xk − 2x(1 − m)k = x(1 − m − k + 2mk) = x(1 − v).

If x belongs to another level, both number operators commute with it and vx = xv.

For two ladder operators x and y of level p,

vxy = x(1 − v)y = xy − xy(1 − v) = xyv.

If both belong to one other level, vxy = xvy = xyv. Each pair or number operator is a product of two ladder operators of one level, so it commutes with v. Sums, products and scalar multiples of operators that commute with v commute with it too, which covers all polynomials.

A shortcut that fails is to say that v commutes with pair operators because number operators do. With P = c(p,false) c(p,true), one has mP = P but Pm = 0. The sum m + k has commutator 2P with P, and the term −2mk supplies the −2P that cancels it.

## A single creator does not commute

Suppose vc = cv for a creator c of level p. Then vc = c(1 − v) gives 2vc = c. Multiplying by v from the left gives 2vc = vc, so vc = 0 and c = 0. But then ac + ca = 1 reads 0 = 1, which is impossible in a non-zero algebra.

## The statements in Lean

`IsFermionic c a` collects the three relations. `pairAlgebra c a` is the subalgebra generated by the pair and number operators of all levels, that is, their non-commutative complex polynomials. The main theorem, `seniority_commute_pairAlgebra`, says that `seniority c a p` commutes with each of its elements. The set of levels `ι` may be infinite there; only the Hamiltonian, which sums over all levels, needs it finite.

`dociHamiltonian` has one-body energies `ε`, density-density couplings `U` and pair-hopping amplitudes `G`. These are arbitrary complex numbers, so the Hamiltonian need not be Hermitian. One-body hopping between levels is absent.

```lean
import Mathlib

open Matrix


namespace LevelSeniority

noncomputable section

variable {ι A : Type*} [DecidableEq ι] [Ring A] [Algebra ℂ A]

/-- The canonical anticommutation relations for creators `c p s` and annihilators `a p s`,
where `p` is the level and `s` distinguishes the two paired states of that level. -/
structure IsFermionic (c a : ι → Bool → A) : Prop where
  aa : ∀ p s q t, a p s * a q t + a q t * a p s = 0
  cc : ∀ p s q t, c p s * c q t + c q t * c p s = 0
  ac : ∀ p s q t, a p s * c q t + c q t * a p s = if p = q ∧ s = t then 1 else 0

/-- The number operator of one state of level `p`. -/
def number (c a : ι → Bool → A) (p : ι) (s : Bool) : A := c p s * a p s

/-- The operator that creates a pair in level `p`. -/
def pairCreator (c : ι → Bool → A) (p : ι) : A := c p false * c p true

/-- The operator that annihilates a pair in level `p`. -/
def pairAnnihilator (a : ι → Bool → A) (p : ι) : A := a p true * a p false

/-- The seniority `m + k - 2 m k` of level `p`, where `m` and `k` are the number operators of its
two states. -/
def seniority (c a : ι → Bool → A) (p : ι) : A :=
  number c a p false + number c a p true - 2 * (number c a p false * number c a p true)

/-- All complex polynomials in the pair creators, pair annihilators and number operators. -/
def pairAlgebra (c a : ι → Bool → A) : Subalgebra ℂ A :=
  Algebra.adjoin ℂ {X | ∃ q, X = pairCreator c q ∨ X = pairAnnihilator a q ∨
    ∃ s, X = number c a q s}

omit [Algebra ℂ A] in
/-- A number operator commutes with the creator and the annihilator of any other state. -/
theorem number_comm_other {c a : ι → Bool → A} (h : IsFermionic c a) {p q : ι} {s t : Bool}
    (hne : ¬(p = q ∧ s = t)) :
    number c a p s * c q t = c q t * number c a p s ∧
    number c a p s * a q t = a q t * number c a p s := by
  have h1 := h.ac p s q t
  rw [if_neg hne] at h1
  have h2 := h.ac q t p s
  rw [if_neg (fun e => hne ⟨e.1.symm, e.2.symm⟩)] at h2
  unfold number
  constructor
  · linear_combination (norm := noncomm_ring) c p s * h1 - h.cc p s q t * a p s
  · linear_combination (norm := noncomm_ring) c p s * h.aa p s q t - h2 * a p s

/-- A number operator is idempotent. -/
theorem number_idempotent {c a : ι → Bool → A} (h : IsFermionic c a) (p : ι) (s : Bool) :
    number c a p s * number c a p s = number c a p s := by
  have hac := h.ac p s p s
  rw [if_pos ⟨rfl, rfl⟩] at hac
  -- Pauli principle: the same state cannot be emptied twice
  have haa : a p s * a p s = 0 := by
    calc a p s * a p s = (1 / 2 : ℂ) • (a p s * a p s + a p s * a p s) := by module
      _ = 0 := by rw [h.aa, smul_zero]
  unfold number
  linear_combination (norm := noncomm_ring) c p s * hac * a p s - c p s * c p s * haa

/-- The level seniority is idempotent. -/
theorem seniority_idempotent {c a : ι → Bool → A} (h : IsFermionic c a) (p : ι) :
    seniority c a p * seniority c a p = seniority c a p := by
  have hm := number_idempotent h p false
  have hk := number_idempotent h p true
  have hc : number c a p true * number c a p false
      = number c a p false * number c a p true := by
    obtain ⟨e1, e2⟩ := number_comm_other h (p := p) (q := p) (s := true) (t := false) (by simp)
    change _ * (c p false * a p false) = (c p false * a p false) * _
    rw [← mul_assoc, e1, mul_assoc, e2, mul_assoc]
  unfold seniority
  generalize number c a p false = m at *
  generalize number c a p true = k at *
  linear_combination (norm := noncomm_ring) hm + hk + hc - 2 * (hm * k)
    - 2 * (hc * k + m * hk) - 2 * (m * hc + hm * k) - 2 * (m * hk)
    + 4 * (m * hc * k + hm * k * k + m * hk)

omit [Algebra ℂ A] in
/-- Moving the seniority `v` of level `p` past a single creator or annihilator turns `v` into
`1 - v` if the operator belongs to level `p`, and leaves `v` unchanged otherwise. -/
theorem seniority_mul_ladder {c a : ι → Bool → A} (h : IsFermionic c a) (p q : ι) (s : Bool) :
    (seniority c a p * c q s =
      if p = q then c q s * (1 - seniority c a p) else c q s * seniority c a p) ∧
    (seniority c a p * a q s =
      if p = q then a q s * (1 - seniority c a p) else a q s * seniority c a p) := by
  by_cases hpq : p = q
  · subst hpq
    simp only [↓reduceIte]
    have hac := h.ac p s p s
    rw [if_pos ⟨rfl, rfl⟩] at hac
    -- the state's own number operator changes by one, its partner's does not change
    have fc : number c a p s * c p s + c p s * number c a p s = c p s := by
      unfold number
      linear_combination (norm := noncomm_ring) c p s * hac
    have fa : number c a p s * a p s + a p s * number c a p s = a p s := by
      unfold number
      linear_combination (norm := noncomm_ring) hac * a p s
    obtain ⟨ec, ea⟩ := number_comm_other h (p := p) (q := p) (s := !s) (t := s)
      (by cases s <;> simp)
    unfold seniority
    cases s
    · simp only [Bool.not_false] at ec ea
      generalize number c a p false = m at *
      generalize number c a p true = k at *
      constructor
      · linear_combination (norm := noncomm_ring) fc + ec - 2 * (m * ec) - 2 * (fc * k)
      · linear_combination (norm := noncomm_ring) fa + ea - 2 * (m * ea) - 2 * (fa * k)
    · simp only [Bool.not_true] at ec ea
      generalize number c a p false = k at *
      generalize number c a p true = m at *
      constructor
      · linear_combination (norm := noncomm_ring) fc - ec - 2 * (k * fc) + 2 * (ec * m)
      · linear_combination (norm := noncomm_ring) fa - ea - 2 * (k * fa) + 2 * (ea * m)
  · simp only [if_neg hpq]
    obtain ⟨c1, a1⟩ := number_comm_other h (s := false) (t := s) (fun e => hpq e.1)
    obtain ⟨c2, a2⟩ := number_comm_other h (s := true) (t := s) (fun e => hpq e.1)
    unfold seniority
    generalize number c a p false = m at *
    generalize number c a p true = k at *
    constructor
    · linear_combination (norm := noncomm_ring) c1 + c2 - 2 * (m * c2 + c1 * k)
    · linear_combination (norm := noncomm_ring) a1 + a2 - 2 * (m * a2 + a1 * k)

omit [Algebra ℂ A] in
/-- If two operators both turn `v` into `1 - v`, or both leave `v` unchanged, then their
product commutes with `v`. -/
theorem commute_mul_of_ladder {v x y : A} {P : Prop} [Decidable P]
    (hx : v * x = if P then x * (1 - v) else x * v)
    (hy : v * y = if P then y * (1 - v) else y * v) : Commute v (x * y) := by
  change v * (x * y) = x * y * v
  by_cases hP : P
  · rw [if_pos hP] at hx hy
    linear_combination (norm := noncomm_ring) hx * y - x * hy
  · rw [if_neg hP] at hx hy
    linear_combination (norm := noncomm_ring) hx * y + x * hy

/-- The seniority of each level commutes with every polynomial in the pair creators, pair
annihilators and number operators of all levels. -/
theorem seniority_commute_pairAlgebra {c a : ι → Bool → A} (h : IsFermionic c a) (p : ι)
    {X : A} (hX : X ∈ pairAlgebra c a) : Commute (seniority c a p) X := by
  -- the operators commuting with the seniority form a subalgebra
  have hle : pairAlgebra c a ≤ Subalgebra.centralizer ℂ {seniority c a p} := by
    refine Algebra.adjoin_le ?_
    rintro Y ⟨q, hY⟩
    rw [SetLike.mem_coe, Subalgebra.mem_centralizer_iff]
    intro g hg
    rw [Set.mem_singleton_iff.mp hg]
    have L := seniority_mul_ladder h p q
    rcases hY with rfl | rfl | ⟨s, rfl⟩
    · exact commute_mul_of_ladder (L false).1 (L true).1
    · exact commute_mul_of_ladder (L true).2 (L false).2
    · exact commute_mul_of_ladder (L s).1 (L s).2
  exact (Subalgebra.mem_centralizer_iff ℂ).mp (hle hX) _ rfl

/-- A Hamiltonian with one-body energies `ε`, density-density couplings `U` and pair-hopping
amplitudes `G`, all of them arbitrary complex numbers. -/
def dociHamiltonian [Fintype ι] (c a : ι → Bool → A) (ε : ι → Bool → ℂ)
    (U : ι → Bool → ι → Bool → ℂ) (G : ι → ι → ℂ) : A :=
  (∑ p, ∑ s, ε p s • number c a p s)
    + (∑ p, ∑ s, ∑ q, ∑ t, U p s q t • (number c a p s * number c a q t))
    + ∑ p, ∑ q, G p q • (pairCreator c p * pairAnnihilator a q)

/-- The seniority of each level commutes with `dociHamiltonian`, whatever its complex coefficients.
-/
theorem seniority_commute_dociHamiltonian [Fintype ι] {c a : ι → Bool → A}
    (h : IsFermionic c a) (ε : ι → Bool → ℂ) (U : ι → Bool → ι → Bool → ℂ) (G : ι → ι → ℂ)
    (p : ι) : Commute (seniority c a p) (dociHamiltonian c a ε U G) := by
  apply seniority_commute_pairAlgebra h
  have hn : ∀ q s, number c a q s ∈ pairAlgebra c a := fun q s =>
    Algebra.subset_adjoin ⟨q, Or.inr (Or.inr ⟨s, rfl⟩)⟩
  have hc : ∀ q, pairCreator c q ∈ pairAlgebra c a := fun q =>
    Algebra.subset_adjoin ⟨q, Or.inl rfl⟩
  have ha : ∀ q, pairAnnihilator a q ∈ pairAlgebra c a := fun q =>
    Algebra.subset_adjoin ⟨q, Or.inr (Or.inl rfl)⟩
  refine add_mem (add_mem ?_ ?_) ?_
  · exact sum_mem fun q _ => sum_mem fun s _ => Subalgebra.smul_mem _ (hn q s) _
  · exact sum_mem fun q _ => sum_mem fun s _ => sum_mem fun r _ => sum_mem fun t _ =>
      Subalgebra.smul_mem _ (mul_mem (hn q s) (hn r t)) _
  · exact sum_mem fun q _ => sum_mem fun r _ =>
      Subalgebra.smul_mem _ (mul_mem (hc q) (ha r)) _

/-- In a non-zero algebra, a single creator of level `p` does not commute with the seniority
of that level. -/
theorem seniority_not_commute_creator [Nontrivial A] {c a : ι → Bool → A}
    (h : IsFermionic c a) (p : ι) (s : Bool) : ¬ Commute (seniority c a p) (c p s) := by
  intro hcom
  have hv := hcom.eq
  have hi := seniority_idempotent h p
  have hf := (seniority_mul_ladder h p p s).1
  rw [if_pos rfl] at hf
  have h0 : seniority c a p * c p s = 0 := by
    generalize seniority c a p = v at *
    linear_combination (norm := noncomm_ring) v * hf - hi * c p s + v * hv - hi * c p s
  have hz : c p s = 0 := by
    rw [mul_sub, mul_one, ← hv, h0, sub_zero] at hf
    exact hf.symm
  have hac := h.ac p s p s
  rw [if_pos ⟨rfl, rfl⟩, hz, mul_zero, zero_mul, add_zero] at hac
  exact zero_ne_one hac

/-- The annihilators of one level in the basis empty, first state, second state, pair. -/
def levelAnnihilator : Bool → Matrix (Fin 4) (Fin 4) ℂ
  | false => !![0, 1, 0, 0; 0, 0, 0, 0; 0, 0, 0, 1; 0, 0, 0, 0]
  | true => !![0, 0, 1, 0; 0, 0, 0, -1; 0, 0, 0, 0; 0, 0, 0, 0]

/-- The explicit matrices of one paired level, with the transposes as creators, satisfy the
canonical anticommutation relations. -/
theorem isFermionic_witness :
    IsFermionic (fun (_ : Unit) s => (levelAnnihilator s)ᵀ)
      (fun (_ : Unit) s => levelAnnihilator s) := by
  have haa : ∀ s t, levelAnnihilator s * levelAnnihilator t
      + levelAnnihilator t * levelAnnihilator s = 0 := by
    intro s t
    ext i j
    cases s <;> cases t <;> fin_cases i <;> fin_cases j <;>
      simp [levelAnnihilator]
  have hcc : ∀ s t, (levelAnnihilator s)ᵀ * (levelAnnihilator t)ᵀ
      + (levelAnnihilator t)ᵀ * (levelAnnihilator s)ᵀ = 0 := by
    intro s t
    rw [← Matrix.transpose_mul, ← Matrix.transpose_mul, ← Matrix.transpose_add, haa,
      Matrix.transpose_zero]
  refine ⟨fun _ s _ t => haa s t, fun _ s _ t => hcc s t, ?_⟩
  rintro ⟨⟩ s ⟨⟩ t
  ext i j
  -- expand into entries before inserting the numerical matrices
  simp only [Matrix.add_apply, Matrix.mul_apply, Matrix.transpose_apply, Fin.sum_univ_four]
  cases s <;> cases t <;> fin_cases i <;> fin_cases j <;> simp [levelAnnihilator]

end

end LevelSeniority
```

```lean
#print axioms LevelSeniority.seniority_commute_pairAlgebra
#print axioms LevelSeniority.seniority_commute_dociHamiltonian
#print axioms LevelSeniority.seniority_not_commute_creator
```

```
'LevelSeniority.seniority_commute_pairAlgebra' depends on axioms: [propext, Classical.choice, Quot.sound]
'LevelSeniority.seniority_commute_dociHamiltonian' depends on axioms: [propext, Classical.choice, Quot.sound]
'LevelSeniority.seniority_not_commute_creator' depends on axioms: [propext, Classical.choice, Quot.sound]
```

## How the proof follows the algebra

Most identities are closed by `linear_combination (norm := noncomm_ring)`. It is given known equations, multiplied from the left or right by suitable operators, and checks that they add up to the goal without reordering any product. For the identities about v in `seniority_idempotent` and `seniority_mul_ladder`, `generalize` first replaces the number operators by the letters `m` and `k`.

- `number_comm_other` performs the two sign changes, and `number_idempotent` derives aa = 0 before the computation of nn.
- `seniority_idempotent` obtains mk = km as `hc` and then expands v².
- `seniority_mul_ladder` splits on `p = q`. In the equal case, `fc` and `fa` are the relations for the state's own number operator, and `ec` and `ea` are the commutations with the partner's.
- `commute_mul_of_ladder` is the double flip. Its proposition `P` stands for `p = q`, so one lemma serves both cases.
- `seniority_commute_pairAlgebra` shows that every generator lies in the centralizer of v. Since the centralizer is a subalgebra, `Algebra.adjoin_le` extends this to all polynomials.
- `seniority_commute_dociHamiltonian` checks term by term that the Hamiltonian is such a polynomial.
- `seniority_not_commute_creator` is the argument by contradiction above, with `Nontrivial A` excluding the zero algebra.
- `isFermionic_witness` verifies the relations for explicit 4 × 4 matrices of one level: the first and third entry by entry, the second by transposing the first. The entry −1 in `levelAnnihilator` is the fermionic sign from moving one annihilator past the other state's creator.
